# Bounded Rényi entropy of index below one gives an algebraic bound on the discarded Schmidt weight

Take two Schmidt weights $p_0\ge p_1\ge 0$, keep the first, and let $S=\sqrt{p_0}+\sqrt{p_1}$. The discarded weight is

$$p_1=\sqrt{p_1}\,\sqrt{p_1}\le\sqrt{p_0}\,\sqrt{p_1}\le\frac{S^2}{4}.$$

Ordering limits the lost weight by a product of a retained and a discarded part, and the two parts share the budget $S$. For $p_0=p_1=\tfrac12$ both sides equal $\tfrac12$. The same argument works for any number of weights and any index $0<\alpha<1$.

## Weights, power sum and entropy

The spectrum is a sequence `p : ℕ → ℝ`, assumed nonincreasing (`Antitone p`) and nonnegative (`h0`). Only its first $n$ entries are used, so a finite sorted list can be extended by zeros. The weights are given as numbers; the Schmidt decomposition that produces them is not modelled.

In Lean 4 with Mathlib:

```lean
import Mathlib

open Finset

namespace RenyiTruncation

noncomputable section
```

The power sum is $S=\sum_{k<n}p_k^\alpha$, with real exponent $\alpha$.

```lean
/-- The Rényi power sum `∑ p_k ^ α` of the first `n` Schmidt weights. -/
def renyiSum (α : ℝ) (p : ℕ → ℝ) (n : ℕ) : ℝ := ∑ k ∈ range n, p k ^ α
```

Truncation to bond dimension $D$ keeps the indices $k<D$ and loses $W=\sum_{D\le k<n}p_k$.

```lean
/-- The weight lost when only the first `D` of `n` Schmidt weights are kept. -/
def discardedWeight (p : ℕ → ℝ) (D n : ℕ) : ℝ := ∑ k ∈ Ico D n, p k
```

The Rényi entropy is $H=\log S/(1-\alpha)$, with the natural logarithm.

```lean
/-- The Rényi entropy `log (∑ p_k ^ α) / (1 - α)` of the first `n` weights, for `α > 0`, `α ≠ 1` and
nonnegative weights whose first `n` entries sum to one. -/
def renyiEntropy (α : ℝ) (p : ℕ → ℝ) (n : ℕ) : ℝ := Real.log (renyiSum α p n) / (1 - α)
```

## Ordering bounds both parts

Every weight $x\ge0$ factorises as $x=x^{1-\alpha}x^\alpha$.

```lean
/-- A nonnegative weight factorises as `x ^ (1 - α) * x ^ α = x`. -/
theorem weight_split {x : ℝ} (hx : 0 ≤ x) (α : ℝ) : x ^ (1 - α) * x ^ α = x := by
  have h : (1 - α) + α = 1 := by ring
  rw [← Real.rpow_add' hx (by rw [h]; exact one_ne_zero), h, Real.rpow_one]
```

Each retained weight is at least $p_D$, the first discarded one. Summing $p_D^\alpha\le p_k^\alpha$ over $k<D$ gives

$$D\,p_D^\alpha\le\sum_{k<D}p_k^\alpha .$$

```lean
/-- For nonincreasing nonnegative weights and `α > 0`, the `D` retained weights have a power sum
of at least `D` times the power of the first discarded weight. -/
theorem retained_ge {α : ℝ} (hα : 0 < α) {p : ℕ → ℝ} (hp : Antitone p)
    (h0 : ∀ k, 0 ≤ p k) (D : ℕ) : (D : ℝ) * p D ^ α ≤ renyiSum α p D := by
  calc (D : ℝ) * p D ^ α = ∑ _k ∈ range D, p D ^ α := by simp
    _ ≤ renyiSum α p D := Finset.sum_le_sum fun k hk =>
        Real.rpow_le_rpow (h0 D) (hp (mem_range.1 hk).le) hα.le
```

Each discarded weight is at most $p_D$, and $1-\alpha>0$, so $p_k=p_k^{1-\alpha}p_k^\alpha\le p_D^{1-\alpha}p_k^\alpha$. Hence

$$W\le p_D^{1-\alpha}\,u,\qquad u=\sum_{D\le k<n}p_k^\alpha .$$

```lean
/-- For nonincreasing nonnegative weights and `α < 1`, the discarded weight is at most
`p_D ^ (1 - α)` times the power sum of the discarded weights. -/
theorem discarded_le_tail {α : ℝ} (h1 : α < 1) {p : ℕ → ℝ} (hp : Antitone p)
    (h0 : ∀ k, 0 ≤ p k) (D n : ℕ) :
    discardedWeight p D n ≤ p D ^ (1 - α) * ∑ k ∈ Ico D n, p k ^ α := by
  unfold discardedWeight
  rw [Finset.mul_sum]
  refine Finset.sum_le_sum fun k hk => ?_
  calc p k = p k ^ (1 - α) * p k ^ α := (weight_split (h0 k) α).symm
    _ ≤ p D ^ (1 - α) * p k ^ α :=
        mul_le_mul_of_nonneg_right
          (Real.rpow_le_rpow (h0 k) (hp (mem_Ico.1 hk).1) (by linarith))
          (Real.rpow_nonneg (h0 k) _)
```

## Sharing the budget

Write $r=(1-\alpha)/\alpha$. For $u,v\ge0$ with $u+v\le S$, weighted AM-GM gives

$$\left(\frac u\alpha\right)^{\alpha}\left(\frac v{1-\alpha}\right)^{1-\alpha}\le u+v\le S .$$

Raising this to the power $1/\alpha=1+r$ and multiplying by $\alpha(1-\alpha)^r$ yields

$$u\,v^r\le\alpha S\,\bigl((1-\alpha)S\bigr)^r .$$

The proof takes the same two steps: `h` is the AM-GM inequality and `h3` its power.

```lean
/-- If a discarded part `u ≥ 0` and a retained part `v ≥ 0` share a budget `S`, and `0 < α < 1`,
then `u * v ^ ((1 - α) / α)` is at most its value at `u = α S`, `v = (1 - α) S`. -/
theorem budget_tradeoff {α u v S : ℝ} (hα : 0 < α) (h1 : α < 1) (hu : 0 ≤ u) (hv : 0 ≤ v)
    (huv : u + v ≤ S) :
    u * v ^ ((1 - α) / α) ≤ α * S * ((1 - α) * S) ^ ((1 - α) / α) := by
  have hβ : 0 < 1 - α := by linarith
  have hS : 0 ≤ S := by linarith
  have hx : 0 ≤ u / α := div_nonneg hu hα.le
  have hy : 0 ≤ v / (1 - α) := div_nonneg hv hβ.le
  -- weighted AM-GM with weights α and 1 - α
  have h := Real.geom_mean_le_arith_mean2_weighted hα.le hβ.le hx hy (by ring)
  have hu' : α * (u / α) = u := by field_simp
  have hv' : (1 - α) * (v / (1 - α)) = v := by field_simp
  rw [hu', hv'] at h
  -- raise to the power 1 / α
  have h3 := Real.rpow_le_rpow
    (mul_nonneg (Real.rpow_nonneg hx _) (Real.rpow_nonneg hy _)) (h.trans huv)
    (one_div_pos.2 hα).le
  have e1 : α * (1 / α) = 1 := by field_simp
  have e2 : (1 - α) * (1 / α) = (1 - α) / α := by ring
  have e3 : 1 / α = 1 + (1 - α) / α := by
    rw [sub_div, div_self hα.ne']; ring
  rw [Real.mul_rpow (Real.rpow_nonneg hx _) (Real.rpow_nonneg hy _), ← Real.rpow_mul hx,
    ← Real.rpow_mul hy, e1, e2, Real.rpow_one, e3,
    Real.rpow_add' hS (by rw [← e3]; exact (one_div_pos.2 hα).ne'), Real.rpow_one] at h3
  have hvb : v ^ ((1 - α) / α)
      = (1 - α) ^ ((1 - α) / α) * (v / (1 - α)) ^ ((1 - α) / α) := by
    rw [← Real.mul_rpow hβ.le hy, hv']
  rw [hvb, Real.mul_rpow hβ.le hS]
  have hc := mul_le_mul_of_nonneg_left h3
    (mul_nonneg hα.le (Real.rpow_nonneg hβ.le ((1 - α) / α)))
  generalize (1 - α) ^ ((1 - α) / α) = a at *
  generalize (v / (1 - α)) ^ ((1 - α) / α) = w at *
  generalize S ^ ((1 - α) / α) = s at *
  calc u * (a * w) = α * (u / α) * (a * w) := by rw [hu']
    _ = α * a * (u / α * w) := by ring
    _ ≤ α * a * (S * s) := hc
    _ = α * S * (a * s) := by ring
```

Now set $v=D\,p_D^\alpha$. For $D\le n$ the retained and discarded power sums add up to $S$, so $u+v\le S$. Since $\alpha r=1-\alpha$, we have $v^r=D^r p_D^{1-\alpha}$, and therefore

$$D^rW\le u\,v^r\le\alpha S\,\bigl((1-\alpha)S\bigr)^r .$$

Division by $D^r$ gives the sharp bound. If $D\ge n$, nothing is discarded and the bound is immediate. Normalisation is not needed.

```lean
/-- For nonincreasing nonnegative weights with power sum `S`, `0 < α < 1` and `D ≥ 1`, the
discarded weight is at most `α S ((1 - α) S / D) ^ ((1 - α) / α)`. -/
theorem discardedWeight_le_sharp {α : ℝ} (hα : 0 < α) (h1 : α < 1) {p : ℕ → ℝ}
    (hp : Antitone p) (h0 : ∀ k, 0 ≤ p k) {D : ℕ} (hD : 0 < D) (n : ℕ) :
    discardedWeight p D n ≤
      α * renyiSum α p n * ((1 - α) * renyiSum α p n / D) ^ ((1 - α) / α) := by
  have hβ : 0 ≤ 1 - α := by linarith
  have hD' : (0 : ℝ) < D := Nat.cast_pos.2 hD
  have hS : 0 ≤ renyiSum α p n := Finset.sum_nonneg fun k _ => Real.rpow_nonneg (h0 k) _
  rcases le_total n D with h | h
  · -- nothing is discarded
    have hz : discardedWeight p D n = 0 := by
      simp [discardedWeight, Finset.Ico_eq_empty_of_le h]
    rw [hz]
    exact mul_nonneg (mul_nonneg hα.le hS)
      (Real.rpow_nonneg (div_nonneg (mul_nonneg hβ hS) hD'.le) _)
  · have hsplit : renyiSum α p D + ∑ k ∈ Ico D n, p k ^ α = renyiSum α p n :=
      Finset.sum_range_add_sum_Ico _ h
    have hy : 0 ≤ p D ^ α := Real.rpow_nonneg (h0 D) _
    have key := budget_tradeoff (S := renyiSum α p n) hα h1
      (Finset.sum_nonneg fun k (_ : k ∈ Ico D n) => Real.rpow_nonneg (h0 k) α)
      (mul_nonneg hD'.le hy) (by linarith [retained_ge hα hp h0 D])
    have e : α * ((1 - α) / α) = 1 - α := by field_simp
    rw [Real.mul_rpow hD'.le hy, ← Real.rpow_mul (h0 D), e] at key
    rw [Real.div_rpow (mul_nonneg hβ hS) hD'.le, ← mul_div_assoc,
      le_div_iff₀ (Real.rpow_pos_of_pos hD' _)]
    refine (mul_le_mul_of_nonneg_right (discarded_le_tail h1 hp h0 D n)
      (Real.rpow_nonneg hD'.le _)).trans (le_trans (le_of_eq ?_) key)
    ring
```

Replacing the factors $\alpha$ and $1-\alpha$ by $1$ leaves the simpler form $W\le S(S/D)^r$.

```lean
/-- For nonincreasing nonnegative weights with power sum `S`, `0 < α < 1` and `D ≥ 1`, the
discarded weight is at most `S (S / D) ^ ((1 - α) / α)`. -/
theorem discardedWeight_le {α : ℝ} (hα : 0 < α) (h1 : α < 1) {p : ℕ → ℝ}
    (hp : Antitone p) (h0 : ∀ k, 0 ≤ p k) {D : ℕ} (hD : 0 < D) (n : ℕ) :
    discardedWeight p D n ≤
      renyiSum α p n * (renyiSum α p n / D) ^ ((1 - α) / α) := by
  have hβ : 0 ≤ 1 - α := by linarith
  have hD' : (0 : ℝ) < D := Nat.cast_pos.2 hD
  have hS : 0 ≤ renyiSum α p n := Finset.sum_nonneg fun k _ => Real.rpow_nonneg (h0 k) _
  refine (discardedWeight_le_sharp hα h1 hp h0 hD n).trans ?_
  have hbase : (1 - α) * renyiSum α p n / D ≤ renyiSum α p n / D :=
    div_le_div_of_nonneg_right (by nlinarith) hD'.le
  exact mul_le_mul (by nlinarith)
    (Real.rpow_le_rpow (div_nonneg (mul_nonneg hβ hS) hD'.le) hbase (div_nonneg hβ hα.le))
    (Real.rpow_nonneg (div_nonneg (mul_nonneg hβ hS) hD'.le) _) hS
```

## From entropy to bond dimension

If $\sum_{k<n}p_k=1$, some weight is positive, so $S>0$ and $S=e^{(1-\alpha)H}$. Then

$$S\left(\frac SD\right)^r=S^{1/\alpha}D^{-r}=e^{r(H-\log D)} .$$

For a family of spectra with a common upper bound on $H$, this decays as $D^{-r}$ with a prefactor independent of $n$.

```lean
/-- For normalised nonincreasing nonnegative weights with Rényi entropy `H`, `0 < α < 1` and
`D ≥ 1`, the discarded weight is at most `exp ((1 - α) / α * (H - log D))`. -/
theorem discardedWeight_le_exp {α : ℝ} (hα : 0 < α) (h1 : α < 1) {p : ℕ → ℝ}
    (hp : Antitone p) (h0 : ∀ k, 0 ≤ p k) {D n : ℕ} (hD : 0 < D)
    (hnorm : ∑ k ∈ range n, p k = 1) :
    discardedWeight p D n ≤
      Real.exp ((1 - α) / α * (renyiEntropy α p n - Real.log D)) := by
  have hβ : 1 - α ≠ 0 := by linarith
  have hD' : (0 : ℝ) < D := Nat.cast_pos.2 hD
  -- normalisation makes the power sum positive
  have hS : 0 < renyiSum α p n := by
    obtain ⟨k, hk, hne⟩ := Finset.exists_ne_zero_of_sum_ne_zero
      (by rw [hnorm]; exact one_ne_zero : ∑ k ∈ range n, p k ≠ 0)
    exact Finset.sum_pos' (fun j _ => Real.rpow_nonneg (h0 j) _)
      ⟨k, hk, Real.rpow_pos_of_pos (lt_of_le_of_ne (h0 k) hne.symm) _⟩
  refine (discardedWeight_le hα h1 hp h0 hD n).trans (le_of_eq ?_)
  unfold renyiEntropy
  rw [Real.rpow_def_of_pos (div_pos hS hD'), Real.log_div hS.ne' hD'.ne']
  nth_rewrite 1 [← Real.exp_log hS]
  rw [← Real.exp_add]
  congr 1
  generalize Real.log (renyiSum α p n) = L
  have hb : (1 - α) / α = 1 / α - 1 := by rw [sub_div, div_self hα.ne']
  have e : (1 - α) / α * (L / (1 - α)) = L * (1 / α) := by field_simp
  linear_combination L * hb - e
```

To guarantee $W\le\varepsilon$, it suffices that $r(H-\log D)\le\log\varepsilon$, which is the condition

$$D\ge e^{H}\left(\frac1\varepsilon\right)^{\alpha/(1-\alpha)} .$$

For $\alpha=\tfrac12$ this reads $D\ge e^H/\varepsilon$.

```lean
/-- For normalised nonincreasing nonnegative weights with Rényi entropy `H`, `0 < α < 1` and
`ε > 0`, a bond dimension `D ≥ exp H * (1 / ε) ^ (α / (1 - α))` keeps the discarded weight
at or below `ε`. -/
theorem sufficient_bondDimension {α ε : ℝ} (hα : 0 < α) (h1 : α < 1) (hε : 0 < ε)
    {p : ℕ → ℝ} (hp : Antitone p) (h0 : ∀ k, 0 ≤ p k) {D n : ℕ}
    (hnorm : ∑ k ∈ range n, p k = 1)
    (hD : Real.exp (renyiEntropy α p n) * (1 / ε) ^ (α / (1 - α)) ≤ D) :
    discardedWeight p D n ≤ ε := by
  have hβ : 0 < 1 - α := by linarith
  have hi : 0 < 1 / ε := one_div_pos.2 hε
  have hr := Real.rpow_pos_of_pos hi (α / (1 - α))
  have hpos := mul_pos (Real.exp_pos (renyiEntropy α p n)) hr
  have hD0 : 0 < D := Nat.cast_pos.1 (hpos.trans_le hD)
  have hlog := Real.log_le_log hpos hD
  rw [Real.log_mul (Real.exp_pos _).ne' hr.ne', Real.log_exp, Real.log_rpow hi, one_div,
    Real.log_inv] at hlog
  refine (discardedWeight_le_exp hα h1 hp h0 hD0 hnorm).trans ?_
  rw [← Real.le_log_iff_exp_le hε]
  have e : (1 - α) / α * (α / (1 - α) * Real.log ε) = Real.log ε := by
    field_simp
  rw [← e]
  exact mul_le_mul_of_nonneg_left (by linarith) (div_pos hβ hα).le
```

In a matrix-product-state code, the singular values $s_k$ at a bond of a normalised state, with the orthogonality centre at that bond, give $p_k=s_k^2$. Putting $s_k$ itself in place of $p_k$ in the power sum is an error: the correct sum is $\sum_k s_k^{2\alpha}$. With the full spectrum available, one simply adds up the tail; the entropy bound helps when only an upper bound on $H$ is known. It concerns a single cut with finitely many weights, and neither supplies an upper bound on $H$ for the ground state of a given Hamiltonian nor adds up errors over many bonds.

## Flat spectra attain the sharp bound

Let all $n$ weights equal $c\ge0$, and let $D=(1-\alpha)n$ be a positive integer. Then $S=nc^\alpha$ and $(1-\alpha)S/D=c^\alpha$, so the right-hand side is

$$\alpha n c^\alpha\,(c^\alpha)^r=\alpha n c=(n-D)c=W .$$

The normalised case is $c=1/n$, where the lost weight is $\alpha$. The opening example is $n=2$, $D=1$, $\alpha=\tfrac12$.

```lean
/-- For `n` equal weights `c ≥ 0`, `α > 0` and `D = (1 - α) n ≥ 1`, the discarded weight equals
`α S ((1 - α) S / D) ^ ((1 - α) / α)`, where `S` is the power sum. -/
theorem flat_spectrum_eq {α c : ℝ} (hα : 0 < α) (hc : 0 ≤ c) {D n : ℕ} (hD : 0 < D)
    (hDn : (1 - α) * n = D) :
    discardedWeight (fun _ => c) D n =
      α * renyiSum α (fun _ => c) n *
        ((1 - α) * renyiSum α (fun _ => c) n / D) ^ ((1 - α) / α) := by
  have hD' : (D : ℝ) ≠ 0 := Nat.cast_ne_zero.2 hD.ne'
  have hle : D ≤ n := by
    have hn : (0 : ℝ) ≤ n := Nat.cast_nonneg n
    have : (D : ℝ) ≤ n := by nlinarith
    exact_mod_cast this
  have hS : renyiSum α (fun _ => c) n = n * c ^ α := by simp [renyiSum]
  have hW : discardedWeight (fun _ => c) D n = ((n : ℝ) - D) * c := by
    simp [discardedWeight, Nat.cast_sub hle]
  have hbase : (1 - α) * (n * c ^ α) / D = c ^ α := by
    rw [← mul_assoc, hDn, mul_div_cancel_left₀ _ hD']
  have e : α * ((1 - α) / α) = 1 - α := by field_simp
  rw [hS, hW, hbase, ← Real.rpow_mul hc, e]
  linear_combination (-(α * n)) * weight_split hc α + c * hDn

end

end RenyiTruncation
```

```lean
#print axioms RenyiTruncation.discardedWeight_le_exp
#print axioms RenyiTruncation.sufficient_bondDimension
#print axioms RenyiTruncation.flat_spectrum_eq
```

```
'RenyiTruncation.discardedWeight_le_exp' depends on axioms: [propext, Classical.choice, Quot.sound]
'RenyiTruncation.sufficient_bondDimension' depends on axioms: [propext, Classical.choice, Quot.sound]
'RenyiTruncation.flat_spectrum_eq' depends on axioms: [propext, Classical.choice, Quot.sound]
```
